# An upper bound on the gap of a graph Laplacian from the edges across a cut

## A ceiling on the gap before diagonalisation

Before diagonalising the graph Laplacian of a large network, one can divide the sites into two groups, count the bonds between them, and obtain a ceiling on the gap, meaning here the difference between the two lowest eigenvalues counted with multiplicity. If the bonds are counted correctly, a computed gap above that ceiling by more than rounding signals an error in the matrix or in the diagonalisation.

The Hamiltonian here is the graph Laplacian \(L\), the degree matrix minus the adjacency matrix. It describes one particle on \(n\) sites with hopping amplitude \(-1\) along each edge and an on-site energy equal to the number of neighbours. The uniform state has energy zero. The number \(\mu\) is an energy floor for the states orthogonal to it, that is, for amplitudes of zero sum:
\[
\langle y,Ly\rangle\ \ge\ \mu\,\|y\|^2\qquad\text{whenever}\quad \sum_i y_i=0 .
\]
For \(n\ge 2\) the largest such \(\mu\) is the second-lowest eigenvalue of \(L\), counted with multiplicity. If a set \(S\) of \(s\) vertices, \(0<s<n\), is joined to the rest by \(c\) edges, then
\[
\mu\ \le\ \frac{n\,c}{s(n-s)} .
\]
In this finite, non-interacting model, a few bonds between two large regions therefore force a second eigenstate, orthogonal to the uniform one, at or near zero energy.

## The two-level trial state

Let the bonds carry real weights \(w_{ij}=w_{ji}\), so that
\[
(Ly)_i=\sum_j w_{ij}(y_i-y_j),\qquad c=\sum_{i\in S}\sum_{j\notin S}w_{ij}.
\]
Unit weights on the edges give back the simple graph. Take the trial state \(\tau_i=n-s\) for \(i\in S\) and \(\tau_i=-s\) otherwise. Then
\[
\sum_i\tau_i=s(n-s)-(n-s)s=0,
\]
\[
\|\tau\|^2=s(n-s)^2+(n-s)s^2=n\,s(n-s).
\]
Only bonds across the cut contribute to \(L\tau\), and there the two amplitudes differ by \(n\):
\[
(L\tau)_i=n\sum_{j\notin S}w_{ij}\ \ (i\in S),\qquad
(L\tau)_i=-n\sum_{j\in S}w_{ij}\ \ (i\notin S).
\]
Summed over \(S\) this gives \(nc\), and over the complement \(-nc\), by the symmetry of \(w\). Hence
\[
\langle\tau,L\tau\rangle=(n-s)\,nc+(-s)(-nc)=n^2c .
\]
The energy floor now reads \(\mu\,n\,s(n-s)\le n^2c\), and division by \(n\,s(n-s)>0\) gives the bound. The normalised state \(\tau/\sqrt{n\,s(n-s)}\) has energy exactly \(nc/(s(n-s))\).

## What equality requires of the cut

Suppose that a zero-sum \(y\) satisfies \(\langle y,Ly\rangle=\mu\|y\|^2\), and let \(r=Ly-\mu y\). Since \(L\) is symmetric and annihilates constants, \(\sum_i(Ly)_i=0\), so \(r\) has zero sum too. The energy floor applied to \(y+tr\), for any real \(t\), gives
\[
0\le 2t\,\langle r,Ly-\mu y\rangle+t^2\big(\langle r,Lr\rangle-\mu\|r\|^2\big)
=2t\,\|r\|^2+t^2\big(\langle r,Lr\rangle-\mu\|r\|^2\big).
\]
The constant term is zero, so the discriminant is \(4\|r\|^4\). It cannot be positive; hence \(r=0\) and \(Ly=\mu y\).

If a cut attains the bound, this applies to \(\tau\). For \(i\in S\), the equation \(L\tau=\mu\tau\) reads \(n\sum_{j\notin S}w_{ij}=\mu(n-s)=nc/s\), so each vertex of \(S\) carries cut weight \(c/s\). For \(i\notin S\), it reads \(n\sum_{j\in S}w_{ij}=\mu s=nc/(n-s)\), so each outside vertex carries \(c/(n-s)\).

Equality does occur. With unit bonds between all pairs, \((Ly)_i=ny_i-\sum_jy_j=ny_i\) on zero-sum states, so \(\mu=n\) is allowed. Every cut has \(c=s(n-s)\), and the bound is also \(n\).

## A chain of four sites

For the open chain 1–2–3–4, cut in the middle, \(n=4\), \(s=2\) and \(c=1\), so \(\mu\le 4\cdot1/(2\cdot2)=1\). The trial state is \(\tau=(2,2,-2,-2)\), with \(\|\tau\|^2=16\) and \(\langle\tau,L\tau\rangle=4^2\cdot1=16\), so its energy after normalisation is 1. The exact gap is \(2-\sqrt2\approx0.586\). Equality is impossible here: site 1 carries no cut edge and site 2 carries one, whereas equality would require \(1/2\) on each.

## How the Lean statement reads

In `bottleneck_bound`, `V` is the finite set of sites, `Fintype.card V` is \(n\) and `S.card` is \(s\). The matrix `G.lapMatrix ℝ` is \(L\), and `⬝ᵥ` is the real dot product. The edge count takes ordered pairs with the first vertex in `S` and the second outside, so each cut edge is counted once.

The hypothesis `h` is the energy floor. It is assumed for the given `μ`, which is neither computed nor identified with an eigenvalue. The conditions `h0` and `h1` make both sides of the cut nonempty, which forces \(n\ge2\).

The weighted theorems use `lap`, `cutWeight` and `HasGap` for \(L\), \(c\) and the energy floor. They require symmetric weights, meaning equal real hopping in both directions, but not positive ones. With negative weights the uniform state need not be the lowest, and the theorems then bound the energy floor \(\mu\) on zero-sum states, not necessarily the gap between the two lowest eigenvalues. Diagonal weights have no effect. The bound works in one direction only: a large ceiling does not guarantee a large gap.

```lean
import Mathlib

open Finset Matrix

namespace LaplacianBottleneck

variable {V : Type*} [Fintype V] [DecidableEq V]

/-- The graph Laplacian with bond weights `w`, acting on a real amplitude `y`. -/
def lap (w : V → V → ℝ) (y : V → ℝ) (i : V) : ℝ := ∑ j, w i j * (y i - y j)

/-- The total weight of the bonds that join `S` to its complement. -/
def cutWeight (w : V → V → ℝ) (S : Finset V) : ℝ := ∑ i ∈ S, ∑ j ∈ Sᶜ, w i j

/-- Every real amplitude `y` of zero sum has `⟨y, L y⟩` at least `μ` times its squared norm. -/
def HasGap (w : V → V → ℝ) (μ : ℝ) : Prop :=
  ∀ y : V → ℝ, ∑ i, y i = 0 → μ * ∑ i, y i ^ 2 ≤ ∑ i, y i * lap w y i

/-- The two-level trial state: `n - s` on the `s` vertices of `S`, and `-s` elsewhere. -/
def trial (S : Finset V) (i : V) : ℝ :=
  if i ∈ S then (Fintype.card V : ℝ) - S.card else -(S.card : ℝ)

lemma card_compl_real (S : Finset V) :
    ((Sᶜ.card : ℕ) : ℝ) = (Fintype.card V : ℝ) - S.card := by
  rw [Finset.card_compl, Nat.cast_sub (Finset.card_le_univ S)]

/-- The overlap of the trial state with any `f`, split into the parts inside and outside `S`. -/
lemma trial_overlap (S : Finset V) (f : V → ℝ) :
    ∑ i, trial S i * f i =
      ((Fintype.card V : ℝ) - S.card) * ∑ i ∈ S, f i + -(S.card : ℝ) * ∑ i ∈ Sᶜ, f i := by
  rw [← Finset.sum_add_sum_compl S, Finset.mul_sum, Finset.mul_sum]
  congr 1
  · exact Finset.sum_congr rfl fun i hi => by simp only [trial, if_pos hi]
  · exact Finset.sum_congr rfl fun i hi => by
      simp only [trial, if_neg (Finset.mem_compl.mp hi)]

/-- The trial state has zero sum and squared norm `n s (n - s)`. -/
theorem trial_sum_and_norm (S : Finset V) :
    ∑ i, trial S i = 0 ∧ ∑ i, trial S i ^ 2 =
      (Fintype.card V : ℝ) * (S.card * ((Fintype.card V : ℝ) - S.card)) := by
  have h1 : ∑ i ∈ S, trial S i = ∑ _i ∈ S, ((Fintype.card V : ℝ) - S.card) :=
    Finset.sum_congr rfl fun i hi => by simp only [trial, if_pos hi]
  have h2 : ∑ i ∈ Sᶜ, trial S i = ∑ _i ∈ Sᶜ, -(S.card : ℝ) :=
    Finset.sum_congr rfl fun i hi => by simp only [trial, if_neg (Finset.mem_compl.mp hi)]
  simp only [Finset.sum_const, nsmul_eq_mul, card_compl_real] at h1 h2
  constructor
  · rw [← Finset.sum_add_sum_compl S, h1, h2]
    ring
  · simp only [sq]
    rw [trial_overlap, h1, h2]
    ring

/-- At a vertex `i` of `S`, the Laplacian of the trial state is `n` times the total weight of the
bonds from `i` to the complement of `S`. -/
lemma lap_trial_mem (w : V → V → ℝ) (S : Finset V) {i : V} (hi : i ∈ S) :
    lap w (trial S) i = Fintype.card V * ∑ j ∈ Sᶜ, w i j := by
  rw [lap, ← Finset.sum_add_sum_compl S, Finset.mul_sum, Finset.sum_eq_zero, zero_add]
  · refine Finset.sum_congr rfl fun j hj => ?_
    simp only [trial, if_pos hi, if_neg (Finset.mem_compl.mp hj)]
    ring
  · intro j hj
    simp only [trial, if_pos hi, if_pos hj, sub_self, mul_zero]

/-- At a vertex `i` outside `S`, the Laplacian of the trial state is `-n` times the total weight of
the bonds from `i` to `S`. -/
lemma lap_trial_notMem (w : V → V → ℝ) (S : Finset V) {i : V} (hi : i ∉ S) :
    lap w (trial S) i = -(Fintype.card V : ℝ) * ∑ j ∈ S, w i j := by
  rw [lap, ← Finset.sum_add_sum_compl S, Finset.mul_sum, add_comm, Finset.sum_eq_zero, zero_add]
  · refine Finset.sum_congr rfl fun j hj => ?_
    simp only [trial, if_neg hi, if_pos hj]
    ring
  · intro j hj
    simp only [trial, if_neg hi, if_neg (Finset.mem_compl.mp hj), sub_self, mul_zero]

/-- For symmetric weights, the unnormalised trial state `τ` has `⟨τ, L τ⟩` equal to `n²` times the
weight of the cut. -/
theorem trial_energy {w : V → V → ℝ} (hw : ∀ i j, w i j = w j i) (S : Finset V) :
    ∑ i, trial S i * lap w (trial S) i = (Fintype.card V : ℝ) ^ 2 * cutWeight w S := by
  have h1 : ∑ i ∈ S, lap w (trial S) i = Fintype.card V * cutWeight w S := by
    rw [cutWeight, Finset.mul_sum]
    exact Finset.sum_congr rfl fun i hi => lap_trial_mem w S hi
  have h2 : ∑ i ∈ Sᶜ, lap w (trial S) i = -(Fintype.card V : ℝ) * cutWeight w S := by
    rw [cutWeight, Finset.sum_comm, Finset.mul_sum]
    refine Finset.sum_congr rfl fun i hi => ?_
    rw [lap_trial_notMem w S (Finset.mem_compl.mp hi)]
    congr 1
    exact Finset.sum_congr rfl fun j _ => hw i j
  rw [trial_overlap, h1, h2]
  ring

/-- Bottleneck bound for weighted bonds: `μ ≤ n c / (s (n - s))` for a cut of weight `c`. -/
theorem weighted_bottleneck {w : V → V → ℝ} (hw : ∀ i j, w i j = w j i) {μ : ℝ}
    (h : HasGap w μ) (S : Finset V) (h0 : 0 < S.card) (h1 : S.card < Fintype.card V) :
    μ ≤ Fintype.card V * cutWeight w S / (S.card * ((Fintype.card V : ℝ) - S.card)) := by
  have hs : (0 : ℝ) < S.card := by exact_mod_cast h0
  have hd : (0 : ℝ) < (Fintype.card V : ℝ) - S.card := sub_pos.mpr (by exact_mod_cast h1)
  have hn : (0 : ℝ) < Fintype.card V := by linarith
  -- the variational inequality for the trial state
  have key := h (trial S) (trial_sum_and_norm S).1
  rw [(trial_sum_and_norm S).2, trial_energy hw] at key
  rw [le_div_iff₀ (mul_pos hs hd)]
  exact le_of_mul_le_mul_left (by linarith) hn

omit [DecidableEq V] in
/-- The Laplacian with symmetric bonds is a symmetric operator. -/
lemma lap_symm {w : V → V → ℝ} (hw : ∀ i j, w i j = w j i) (u v : V → ℝ) :
    ∑ i, u i * lap w v i = ∑ i, v i * lap w u i := by
  have e : ∀ a b : V → ℝ, ∑ i, a i * lap w b i =
      ∑ i, ∑ j, w i j * (a i * b i) - ∑ i, ∑ j, w i j * (a i * b j) := by
    intro a b
    simp only [lap, Finset.mul_sum, ← Finset.sum_sub_distrib]
    exact Finset.sum_congr rfl fun i _ => Finset.sum_congr rfl fun j _ => by ring
  have h : ∑ i, ∑ j, w i j * (u i * v j) = ∑ i, ∑ j, w i j * (v i * u j) := by
    rw [Finset.sum_comm]
    exact Finset.sum_congr rfl fun i _ => Finset.sum_congr rfl fun j _ => by
      rw [hw j i]; ring
  have h' : ∑ i, ∑ j, w i j * (u i * v i) = ∑ i, ∑ j, w i j * (v i * u i) :=
    Finset.sum_congr rfl fun i _ => Finset.sum_congr rfl fun j _ => by ring
  rw [e u v, e v u, h, h']

omit [DecidableEq V] in
/-- A zero-sum state whose energy saturates the gap inequality satisfies `L y = μ y`. -/
theorem eigenvector_of_saturation {w : V → V → ℝ} (hw : ∀ i j, w i j = w j i) {μ : ℝ}
    (h : HasGap w μ) {y : V → ℝ} (hy : ∑ i, y i = 0)
    (he : ∑ i, y i * lap w y i = μ * ∑ i, y i ^ 2) (i : V) : lap w y i = μ * y i := by
  obtain ⟨r, hr⟩ : ∃ r : V → ℝ, ∀ i, r i = lap w y i - μ * y i := ⟨_, fun _ => rfl⟩
  have hl : ∑ i, lap w y i = 0 := by
    have h1 := lap_symm hw (fun _ => 1) y
    have h2 : ∀ i, lap w (fun _ => (1 : ℝ)) i = 0 := fun i => by simp [lap]
    simpa only [one_mul, h2, mul_zero, Finset.sum_const_zero] using h1
  have hr0 : ∑ i, r i = 0 := by
    simp only [hr, Finset.sum_sub_distrib, ← Finset.mul_sum, hl, hy, mul_zero, sub_zero]
  have hA : ∑ i, r i * lap w y i = ∑ i, r i ^ 2 + μ * ∑ i, y i * r i := by
    rw [Finset.mul_sum, ← Finset.sum_add_distrib]
    exact Finset.sum_congr rfl fun i _ => by linear_combination -r i * hr i
  -- perturb the state along its own residual `r`
  have key : ∀ t : ℝ, 0 ≤ (∑ i, r i * lap w r i - μ * ∑ i, r i ^ 2) * (t * t)
      + (2 * ∑ i, r i ^ 2) * t + 0 := by
    intro t
    have e0 : ∑ i, (y i + t * r i) = 0 := by
      rw [Finset.sum_add_distrib, ← Finset.mul_sum, hy, hr0, mul_zero, add_zero]
    have e1 : ∑ i, (y i + t * r i) ^ 2 =
        ∑ i, y i ^ 2 + 2 * t * ∑ i, y i * r i + t ^ 2 * ∑ i, r i ^ 2 := by
      simp only [Finset.mul_sum, ← Finset.sum_add_distrib]
      exact Finset.sum_congr rfl fun i _ => by ring
    have e2 : ∀ i, lap w (fun i => y i + t * r i) i = lap w y i + t * lap w r i := by
      intro i
      simp only [lap, Finset.mul_sum, ← Finset.sum_add_distrib]
      exact Finset.sum_congr rfl fun j _ => by ring
    have e3 : ∑ i, (y i + t * r i) * (lap w y i + t * lap w r i) =
        ∑ i, y i * lap w y i + t * ∑ i, y i * lap w r i + t * ∑ i, r i * lap w y i
          + t ^ 2 * ∑ i, r i * lap w r i := by
      simp only [Finset.mul_sum, ← Finset.sum_add_distrib]
      exact Finset.sum_congr rfl fun i _ => by ring
    have hq := h (fun i => y i + t * r i) e0
    simp only [e2] at hq
    rw [e1, e3, lap_symm hw y r, hA, he] at hq
    linarith
  have hdisc := discrim_le_zero key
  rw [discrim] at hdisc
  have hR : ∑ i, r i ^ 2 = 0 := by
    refine (pow_eq_zero_iff two_ne_zero).mp (le_antisymm ?_ (sq_nonneg _))
    linarith
  have hi := (Finset.sum_eq_zero_iff_of_nonneg fun i _ => sq_nonneg (r i)).mp hR i
    (Finset.mem_univ i)
  have hi' := (pow_eq_zero_iff two_ne_zero).mp hi
  linarith [hr i]

/-- If a cut saturates the bottleneck bound, the trial state is an eigenvector for `μ`, and the
cut weight is shared equally among the vertices of `S` and among those outside `S`. -/
theorem saturated_cut {w : V → V → ℝ} (hw : ∀ i j, w i j = w j i) {μ : ℝ}
    (h : HasGap w μ) (S : Finset V) (h0 : 0 < S.card) (h1 : S.card < Fintype.card V)
    (hμ : μ = Fintype.card V * cutWeight w S / (S.card * ((Fintype.card V : ℝ) - S.card))) :
    (∀ i, lap w (trial S) i = μ * trial S i) ∧
    (∀ i ∈ S, ∑ j ∈ Sᶜ, w i j = cutWeight w S / S.card) ∧
    (∀ i ∉ S, ∑ j ∈ S, w i j = cutWeight w S / ((Fintype.card V : ℝ) - S.card)) := by
  have hs : (0 : ℝ) < S.card := by exact_mod_cast h0
  have hd : (0 : ℝ) < (Fintype.card V : ℝ) - S.card := sub_pos.mpr (by exact_mod_cast h1)
  have hn : (0 : ℝ) < Fintype.card V := by linarith
  have hm : μ * (S.card * ((Fintype.card V : ℝ) - S.card)) =
      Fintype.card V * cutWeight w S := by
    rw [hμ, div_mul_cancel₀ _ (mul_pos hs hd).ne']
  have hev : ∀ i, lap w (trial S) i = μ * trial S i := by
    refine eigenvector_of_saturation hw h (trial_sum_and_norm S).1 ?_
    rw [trial_energy hw, (trial_sum_and_norm S).2]
    linear_combination -(Fintype.card V : ℝ) * hm
  refine ⟨hev, fun i hi => ?_, fun i hi => ?_⟩
  · have e := hev i
    rw [lap_trial_mem w S hi, trial, if_pos hi] at e
    rw [eq_div_iff hs.ne']
    apply mul_left_cancel₀ hn.ne'
    linear_combination (S.card : ℝ) * e + hm
  · have e := hev i
    rw [lap_trial_notMem w S hi, trial, if_neg hi] at e
    rw [eq_div_iff hd.ne']
    apply mul_left_cancel₀ hn.ne'
    linear_combination -((Fintype.card V : ℝ) - S.card) * e + hm

/-- Unit bonds between all pairs of vertices satisfy the gap inequality with `μ = n`, and every
cut then saturates the bottleneck bound. -/
theorem complete_graph_witness (S : Finset V) (h0 : 0 < S.card)
    (h1 : S.card < Fintype.card V) :
    HasGap (fun _ _ : V => (1 : ℝ)) (Fintype.card V) ∧
    (Fintype.card V : ℝ) = Fintype.card V * cutWeight (fun _ _ : V => (1 : ℝ)) S /
      (S.card * ((Fintype.card V : ℝ) - S.card)) := by
  have hs : (0 : ℝ) < S.card := by exact_mod_cast h0
  have hd : (0 : ℝ) < (Fintype.card V : ℝ) - S.card := sub_pos.mpr (by exact_mod_cast h1)
  constructor
  · intro y hy
    have e : ∀ i, lap (fun _ _ : V => (1 : ℝ)) y i = Fintype.card V * y i := by
      intro i
      simp [lap, Finset.sum_sub_distrib, hy]
    simp only [e, Finset.mul_sum]
    exact le_of_eq (Finset.sum_congr rfl fun i _ => by ring)
  · have hc : cutWeight (fun _ _ : V => (1 : ℝ)) S =
        S.card * ((Fintype.card V : ℝ) - S.card) := by
      simp only [cutWeight, Finset.sum_const, nsmul_eq_mul, card_compl_real, mul_one]
    rw [hc, mul_div_assoc, div_self (mul_pos hs hd).ne', mul_one]

/-- Bottleneck bound for a simple graph: if `⟨y, L y⟩ ≥ μ ‖y‖²` for all real `y` of zero sum,
then `μ ≤ n c / (s (n - s))` for every set of `s` vertices, `0 < s < n`, cut by `c` edges. -/
theorem bottleneck_bound (G : SimpleGraph V) [DecidableRel G.Adj] {μ : ℝ}
    (h : ∀ y : V → ℝ, ∑ i, y i = 0 → μ * (y ⬝ᵥ y) ≤ y ⬝ᵥ (G.lapMatrix ℝ *ᵥ y))
    (S : Finset V) (h0 : 0 < S.card) (h1 : S.card < Fintype.card V) :
    μ ≤ Fintype.card V * (((S ×ˢ Sᶜ).filter fun p => G.Adj p.1 p.2).card : ℝ) /
      (S.card * ((Fintype.card V : ℝ) - S.card)) := by
  -- unit weight on every edge
  let w : V → V → ℝ := fun i j => if G.Adj i j then 1 else 0
  have hw : ∀ i j, w i j = w j i := fun i j => by simp only [w, G.adj_comm i j]
  have hL : ∀ (y : V → ℝ) (i : V), (G.lapMatrix ℝ *ᵥ y) i = lap w y i := by
    intro y i
    rw [SimpleGraph.lapMatrix_mulVec_apply]
    simp only [lap, w, ite_mul, one_mul, zero_mul]
    rw [← Finset.sum_filter, ← SimpleGraph.neighborFinset_eq_filter, Finset.sum_sub_distrib,
      Finset.sum_const, SimpleGraph.card_neighborFinset_eq_degree, nsmul_eq_mul]
  have hgap : HasGap w μ := by
    intro y hy
    have hq := h y hy
    simp only [dotProduct, hL] at hq
    simpa only [sq] using hq
  have hc : (((S ×ˢ Sᶜ).filter fun p => G.Adj p.1 p.2).card : ℝ) = cutWeight w S := by
    rw [Finset.card_filter, Finset.sum_product]
    push_cast
    rfl
  rw [hc]
  exact weighted_bottleneck hw hgap S h0 h1

end LaplacianBottleneck
```

```lean
#print axioms LaplacianBottleneck.saturated_cut
-- 'LaplacianBottleneck.saturated_cut' depends on axioms: [propext, Classical.choice, Quot.sound]
#print axioms LaplacianBottleneck.bottleneck_bound
-- 'LaplacianBottleneck.bottleneck_bound' depends on axioms: [propext, Classical.choice, Quot.sound]
```

## From the trial state to the graph theorem

`trial_overlap` splits a sum against \(\tau\) into its parts on \(S\) and on the complement. `trial_sum_and_norm` uses it for the norm, splits the plain sum of \(\tau\) directly with `Finset.sum_add_sum_compl`, and takes the size of the complement from `card_compl_real`. `lap_trial_mem` and `lap_trial_notMem` are the two formulas for \(L\tau\): terms within one side vanish, and `ring` evaluates the rest. `trial_energy` combines them, with `Finset.sum_comm` and `hw` identifying the cut weight seen from outside with that seen from \(S\).

In `weighted_bottleneck`, `key` is the energy floor at \(\tau\). The proof clears the denominator with `le_div_iff₀` and cancels one factor of \(n\).

`lap_symm` proves \(\langle u,Lv\rangle=\langle v,Lu\rangle\). In `eigenvector_of_saturation`, `hl` and `hr0` show that \(Ly\) and \(r\) have zero sum, and `key` is the quadratic inequality in \(t\). `discrim_le_zero` then gives the discriminant condition, from which every component of \(r\) vanishes.

`saturated_cut` applies this result to \(\tau\) and reads off the shares from the eigenvalue equation on each side. `complete_graph_witness` establishes the all-to-all example.

Finally, `bottleneck_bound` sets `w` to 1 on edges and 0 elsewhere. Here `hL` matches Mathlib's Laplacian with `lap`, `hgap` transfers the energy floor, and `hc` turns the edge count into `cutWeight`. The weighted bound then finishes the proof.
